# Epstein-Nesbet second order depends on the orbital basis: two separated H2 units

A program that adds an Epstein-Nesbet correction to a reference determinant loops over excited determinants, squares each coupling to the reference, and divides by the difference of diagonal Hamiltonian elements. The orbitals, localized or delocalized, are chosen before the loop starts. For two non-interacting minimal-basis H2 units that choice changes the resulting energy whenever the exchange integral $K$ and the combination $S$ of repulsion integrals defined below are nonzero and no denominator vanishes.

## Physical setting

Each unit $X\in\{0,1\}$ has a bonding level $\ell=0$ and an antibonding level $\ell=1$, with one-electron energies $h_0,h_1$ and integrals $(00|00)=J_{11}$, $(11|11)=J_{22}$, $(00|11)=J_{12}$, $(01|01)=(01|10)=K$. Put
$$\varepsilon_0=h_0+J_{11},\quad \varepsilon_1=h_1+2J_{12}-K,\quad d=\varepsilon_1-\varepsilon_0,\quad S=J_{11}+J_{22}-4J_{12}+2K.$$
Level $\ell$ is rotated by an angle $\theta_\ell$: the orbital $p=(\ell,x)$ with label $x\in\{0,1\}$ has coefficient $c_{pX}=R(\theta_\ell)_{xX}$ on unit $X$, where $R(t)=\begin{pmatrix}\cos t&\sin t\\-\sin t&\cos t\end{pmatrix}$. The reference $O$ fills the four spin orbitals of level 0. A determinant $D$ has energy $E(D)=\sum_{p\in D}h_p+\tfrac12\sum_{p,q\in D}w_{pq}$, with $h_p$ the diagonal one-electron integral and $w_{pq}=\langle pq\|pq\rangle$. With $\Delta_{ab}^{rs}$ the energy of the double $ab\to rs$ minus $E(O)$,
$$E^{(2)}=-\tfrac14\sum_{a,b\in O}\ \sum_{r,s\notin O}\frac{\langle ab\|rs\rangle^2}{\Delta_{ab}^{rs}},$$
summed over doubles with nonzero coupling.

## Statement

The theorem `epstein_nesbet_not_invariant` assumes $2d+S\ne0$ and $2d+S/2\ne0$. It compares `loc` (both angles $0$) with `deloc` (both angles $\pi/4$). In either basis no coupled double has a zero denominator, and
$$E_{\rm loc}=-\frac{2K^2}{2d+S},\quad E_{\rm deloc}=-\frac{2K^2}{2d+S/2},\quad E_{\rm deloc}-E_{\rm loc}=-\frac{K^2S}{(2d+S/2)(2d+S)}.$$
The energies differ exactly when $K\ne0$ and $S\ne0$.

## Derivation

1. Let $C=O\setminus\{a,b\}$ and $g_p=h_p+\sum_{q\in C}w_{pq}$. Then $E(C\cup\{p,q\})=E(C)+g_p+g_q+w_{pq}$, and the Fock energy $f_p=h_p+\sum_{q\in O}w_{pq}$ equals $g_p+w_{pa}+w_{pb}$. Since $w_{pp}=0$,
$$\Delta_{ab}^{rs}=f_r+f_s-f_a-f_b+w_{ab}+w_{rs}-w_{ra}-w_{rb}-w_{sa}-w_{sb}.$$
2. Only one-unit integrals survive the four-index transformation, so $(pq|rs)$ is the unit integral of the four levels times $Q(p,q,r,s)=\sum_Xc_{pX}c_{qX}c_{rX}c_{sX}$.
3. Hence $w_{pq}$ is Coulomb minus same-spin exchange, times $Q(p,p,q,q)$. For $a,b,r,s$ with levels $0,0,1,1$, labels $i,j,k,l$ and spins $\sigma,\tau,\mu,\nu$,
$$\langle ab\|rs\rangle=K\,Q(a,r,b,s)\,(\delta_{\sigma\mu}\delta_{\tau\nu}-\delta_{\sigma\nu}\delta_{\tau\mu}).$$
4. Orthogonality of $R$ gives $h_p=h_\ell$ and $\sum_jQ(p,p,(0,j),(0,j))=\sum_Xc_{pX}^2=1$. Two spins of Coulomb and one of exchange give $f=h_0+2J_{11}-J_{11}=\varepsilon_0$ on level 0 and $f=\varepsilon_1$ on level 1. Also $\sum_{ijkl}Q^2=\sum_{X,Y}\delta_{XY}^4=2$, and the squared spin factor sums to 4, so $\sum\langle ab\|rs\rangle^2=8K^2$ for all angles.
5. A coupled double has $\sigma\ne\tau$, $\mu\ne\nu$ and conserved spins. If all overlaps $Q(p,p,q,q)$ among its orbitals equal $\omega$, then $w_{ab}=\omega J_{11}$, $w_{rs}=\omega J_{22}$, and the four cross terms, two of them same-spin, add to $\omega(4J_{12}-2K)$. So $\Delta_{ab}^{rs}=2d+\omega S$.
6. At angle $0$ the coupling needs $i=j=k=l$, so $\omega=1$. At $\pi/4$ every $c_{pX}^2=\tfrac12$, so $\omega=2\cdot\tfrac14=\tfrac12$. A common denominator $\Delta$ gives $E^{(2)}=-\tfrac14\cdot8K^2/\Delta$, and subtracting the two fractions gives the numerator $2K^2(-S/2)$.

As an instance with invented values, take $h_0=-1.2$, $h_1=-0.4$, $J_{11}=J_{22}=0.7$, $J_{12}=0.65$, $K=0.2$. Then $\varepsilon_0=-0.5$, $\varepsilon_1=0.7$, $d=1.2$, $S=-0.8$. A loop over distinct doubles meets, in localized orbitals, two terms with squared coupling $0.04$ and denominator $1.6$, totalling $-0.05$. At 45 degrees it meets eight terms, those with $i+j+k+l$ even, with squared coupling $0.01$ and denominator $2.0$, totalling $-0.04$. The difference $0.01$ matches $-0.04\cdot(-0.8)/3.2$. Replacing each denominator by the Fock difference $2d$ would give $-K^2/d$ in both bases when $d\ne0$, a consequence of step 4 that the file leaves unstated.

## What the formal version assumes

`Params` holds six arbitrary real numbers, with no sign or size conditions. Levels are counted from 0, so `M.J11` belongs to level 0 and `M.J22` to level 1; $d$ is `M.gap`. A spin orbital in `SO` is ((level, label), spin), `shell 0` is the reference and `shell 1` the virtual space. The units are identical, orbitals are real, and every integral linking the units is exactly zero. Unit integrals with three equal levels are also set to zero. Rotations never mix levels.

The Slater-Condon expressions enter as the definitions `energy` and `asym`; no many-electron Hamiltonian is built. Singles are absent from `enEnergy` by definition. The factor `1 / 4` compensates for sums over ordered pairs. Terms with zero coupling, including those with `a` equal to `b`, are skipped, and the first conclusion rules out zero denominators in the others, so Lean's value for division by zero plays no part. Energies are obtained for the two named bases only, not for general angles.

## The file

```lean
import Mathlib

open Finset Real

namespace EpsteinNesbetDimer

noncomputable section

/-- Energy of the determinant with occupied set `D`, from one-electron and pair energies. -/
def energy {ι : Type*} (h : ι → ℝ) (w : ι → ι → ℝ) (D : Finset ι) : ℝ :=
  ∑ p ∈ D, h p + 1 / 2 * ∑ p ∈ D, ∑ q ∈ D, w p q

/-- Diagonal Fock energy of `p` in the field of the occupied set `O`. -/
def fock {ι : Type*} (h : ι → ℝ) (w : ι → ι → ℝ) (O : Finset ι) (p : ι) : ℝ :=
  h p + ∑ q ∈ O, w p q

/-- The energy of a double excitation `ab → rs` in terms of Fock and pair energies. -/
theorem energy_double {ι : Type*} [DecidableEq ι] (h : ι → ℝ) (w : ι → ι → ℝ)
    (hsym : ∀ p q, w p q = w q p) (hdiag : ∀ p, w p p = 0) (O : Finset ι) (a b r s : ι)
    (ha : a ∈ O) (hb : b ∈ O) (hr : r ∉ O) (hs : s ∉ O) (hab : a ≠ b) (hrs : r ≠ s) :
    energy h w (insert r (insert s ((O.erase a).erase b))) - energy h w O =
      fock h w O r + fock h w O s - fock h w O a - fock h w O b
        + w a b + w r s - w r a - w r b - w s a - w s b := by
  obtain ⟨C, hC⟩ : ∃ C, C = (O.erase a).erase b := ⟨_, rfl⟩
  have hO : O = insert a (insert b C) := by
    rw [hC, insert_erase (mem_erase.2 ⟨hab.symm, hb⟩), insert_erase ha]
  have hbC : b ∉ C := by simp [hC]
  have hsC : s ∉ C := by simp [hC, hs]
  have h1 : a ∉ insert b C := by simp [hC, hab]
  have h2 : r ∉ insert s C := by simp [hC, hrs, hr]
  have e : ∀ x, ∑ p ∈ C, w p x = ∑ p ∈ C, w x p := fun x => sum_congr rfl fun p _ => hsym p x
  rw [← hC, hO]
  simp only [energy, fock, sum_insert h1, sum_insert hbC, sum_insert h2, sum_insert hsC,
    sum_add_distrib, hdiag]
  linarith [e a, e b, e r, e s, hsym a b, hsym r s]

/-- Integrals of one minimal-basis H2 unit; level 0 is bonding, level 1 antibonding. -/
structure Params where
  h : Fin 2 → ℝ
  (J11 J22 J12 K : ℝ)

/-- Spatial orbital: (level, label). -/
abbrev Orb := Fin 2 × Fin 2

/-- Spin orbital: (spatial orbital, spin). -/
abbrev SO := Orb × Fin 2

variable (M : Params) (θ : Fin 2 → ℝ)

/-- The combination `J11 + J22 - 4 J12 + 2 K`. -/
def Params.S : ℝ := M.J11 + M.J22 - 4 * M.J12 + 2 * M.K

/-- Orbital energies of the two levels of a unit. -/
def Params.eps : Fin 2 → ℝ := ![M.h 0 + M.J11, M.h 1 + 2 * M.J12 - M.K]

/-- The orbital gap `d`. -/
def Params.gap : ℝ := M.eps 1 - M.eps 0

/-- Repulsion integrals `(pq|rs)` between the levels of one unit. -/
def unitERI (p q r s : Fin 2) : ℝ :=
  if p = q ∧ r = s then (if p = r then (if p = 0 then M.J11 else M.J22) else M.J12)
  else if p ≠ q ∧ r ≠ s then M.K else 0

/-- Integrals over localized orbitals (label = unit), zero unless all lie on one unit. -/
def locERI (p q r s : Orb) : ℝ :=
  if p.2 = q.2 ∧ q.2 = r.2 ∧ r.2 = s.2 then unitERI M p.1 q.1 r.1 s.1 else 0

/-- Plane rotation by the angle `t`. -/
def rot (t : ℝ) : Matrix (Fin 2) (Fin 2) ℝ := !![cos t, sin t; -sin t, cos t]

/-- Coefficient of orbital `p` on unit `X`, level `l` being rotated by `θ l`. -/
def coef (p : Orb) (X : Fin 2) : ℝ := rot (θ p.1) p.2 X

/-- Four-index transformation of the repulsion integrals to the rotated orbitals. -/
def eri (p q r s : Orb) : ℝ :=
  ∑ A, ∑ B, ∑ C, ∑ D, coef θ p A * coef θ q B * coef θ r C * coef θ s D *
    locERI M (p.1, A) (q.1, B) (r.1, C) (s.1, D)

/-- Quartic overlap of four rotated orbitals, summed over the units. -/
def quad (p q r s : Orb) : ℝ := ∑ X, coef θ p X * coef θ q X * coef θ r X * coef θ s X

/-- Diagonal one-electron integral of a rotated spin orbital. -/
def hcore (p : SO) : ℝ := ∑ X, coef θ p.1 X * coef θ p.1 X * M.h p.1.1

/-- Antisymmetrized integral `⟨pq||rs⟩` over spin orbitals. -/
def asym (p q r s : SO) : ℝ :=
  (if p.2 = r.2 ∧ q.2 = s.2 then eri M θ p.1 r.1 q.1 s.1 else 0) -
    (if p.2 = s.2 ∧ q.2 = r.2 then eri M θ p.1 s.1 q.1 r.1 else 0)

/-- Pair energy `⟨pq||pq⟩`. -/
def pair (p q : SO) : ℝ := asym M θ p q p q

/-- The four spin orbitals of level `l`; `shell 0` is the reference determinant. -/
def shell (l : Fin 2) : Finset SO := univ.filter fun p => p.1.1 = l

/-- Epstein-Nesbet denominator: energy of the double `ab → rs` minus the reference energy. -/
def denom (a b r s : SO) : ℝ :=
  energy (hcore M θ) (pair M θ) (insert r (insert s (((shell 0).erase a).erase b))) -
    energy (hcore M θ) (pair M θ) (shell 0)

/-- Epstein-Nesbet second-order energy, summed over the doubles with nonzero coupling. -/
def enEnergy : ℝ :=
  1 / 4 * ∑ a ∈ shell 0, ∑ b ∈ shell 0, ∑ r ∈ shell 1, ∑ s ∈ shell 1,
    if asym M θ a b r s = 0 then 0 else -(asym M θ a b r s ^ 2) / denom M θ a b r s

/-- Localized orbitals: no rotation. -/
def loc : Fin 2 → ℝ := fun _ => 0

/-- Delocalized orbitals: both levels rotated by 45 degrees. -/
def deloc : Fin 2 → ℝ := fun _ => π / 4

/-- A rotated integral is the unit integral times the quartic overlap. -/
theorem eri_eq (p q r s : Orb) :
    eri M θ p q r s = unitERI M p.1 q.1 r.1 s.1 * quad θ p q r s := by
  simp [eri, locERI, quad, Fin.sum_univ_two]
  ring

/-- A sum over a shell runs over label and spin. -/
theorem sum_shell (l : Fin 2) (f : SO → ℝ) :
    ∑ p ∈ shell l, f p = ∑ i, ∑ σ, f ((l, i), σ) := by
  simp only [shell, sum_filter, Fintype.sum_prod_type, Fin.sum_univ_two]
  fin_cases l <;> simp

/-- The pair energy is Coulomb minus same-spin exchange, times the overlap of the densities. -/
theorem pair_eq (p q : SO) :
    pair M θ p q = (unitERI M p.1.1 p.1.1 q.1.1 q.1.1 -
      if p.2 = q.2 then unitERI M p.1.1 q.1.1 q.1.1 p.1.1 else 0) * quad θ p.1 p.1 q.1 q.1 := by
  have hq : quad θ p.1 q.1 q.1 p.1 = quad θ p.1 p.1 q.1 q.1 := sum_congr rfl fun X _ => by ring
  simp only [pair, asym, eri_eq]
  rw [hq]
  by_cases h : p.2 = q.2
  · simp [h, sub_mul]
  · simp [h]

/-- The coupling of a double is `K` times a quartic overlap times a spin factor. -/
theorem coupling_eq (i j k l σ τ μ ν : Fin 2) :
    asym M θ ((0, i), σ) ((0, j), τ) ((1, k), μ) ((1, l), ν) =
      M.K * quad θ (0, i) (1, k) (0, j) (1, l) *
        ((if σ = μ ∧ τ = ν then 1 else 0) - (if σ = ν ∧ τ = μ then 1 else 0)) := by
  have hq : quad θ (0, i) (1, l) (0, j) (1, k) = quad θ (0, i) (1, k) (0, j) (1, l) :=
    sum_congr rfl fun X _ => by ring
  have hK : unitERI M 0 1 0 1 = M.K := by simp [unitERI]
  simp only [asym, eri_eq, hq, hK]
  split_ifs <;> ring

/-- For all rotation angles the Fock energies are the orbital energies of a unit. -/
theorem fock_eq (p : SO) : fock (hcore M θ) (pair M θ) (shell 0) p = M.eps p.1.1 := by
  obtain ⟨⟨l, i⟩, σ⟩ := p
  have hu := cos_sq_add_sin_sq (θ 0)
  have hv := cos_sq_add_sin_sq (θ 1)
  simp only [fock, sum_shell, pair_eq, hcore, quad, coef, Fin.sum_univ_two]
  fin_cases l <;> fin_cases i <;> fin_cases σ <;> simp [unitERI, rot, Params.eps]
  all_goals first
    | linear_combination (M.h 0 + M.J11 * (cos (θ 0) ^ 2 + sin (θ 0) ^ 2 + 1)) * hu
    | linear_combination (M.h 1 + 2 * M.J12 - M.K) * hv +
        (2 * M.J12 - M.K) * (cos (θ 1) ^ 2 + sin (θ 1) ^ 2) * hu

set_option maxHeartbeats 400000 in
/-- For all rotation angles the squared couplings add up to `8 K²`. -/
theorem coupling_sq_sum :
    ∑ a ∈ shell 0, ∑ b ∈ shell 0, ∑ r ∈ shell 1, ∑ s ∈ shell 1, asym M θ a b r s ^ 2 =
      8 * M.K ^ 2 := by
  have hu := cos_sq_add_sin_sq (θ 0)
  have hv := cos_sq_add_sin_sq (θ 1)
  simp only [sum_shell, coupling_eq, Fin.sum_univ_two]
  simp [quad, coef, rot, Fin.sum_univ_two]
  linear_combination 8 * M.K ^ 2 * (cos (θ 1) ^ 2 + sin (θ 1) ^ 2) ^ 2 *
    (cos (θ 0) ^ 2 + sin (θ 0) ^ 2 + 1) * hu +
    8 * M.K ^ 2 * (cos (θ 1) ^ 2 + sin (θ 1) ^ 2 + 1) * hv

/-- A coupled double whose four orbitals have all density overlaps equal to `ω` has the
denominator `2d + ωS`. -/
theorem denom_of_weight (ω : ℝ) (i j k l σ τ μ ν : Fin 2)
    (hV : asym M θ ((0, i), σ) ((0, j), τ) ((1, k), μ) ((1, l), ν) ≠ 0)
    (hω : ∀ p ∈ [((0, i) : Orb), (0, j), (1, k), (1, l)],
      ∀ q ∈ [((0, i) : Orb), (0, j), (1, k), (1, l)], quad θ p p q q = ω) :
    denom M θ ((0, i), σ) ((0, j), τ) ((1, k), μ) ((1, l), ν) = 2 * M.gap + ω * M.S := by
  -- only opposite-spin, spin-conserving doubles couple
  have key : ∀ σ τ μ ν : Fin 2,
      (if σ = μ ∧ τ = ν then (1 : ℝ) else 0) - (if σ = ν ∧ τ = μ then 1 else 0) ≠ 0 →
        σ ≠ τ ∧ μ ≠ ν ∧ (σ = μ ∧ τ = ν ∨ σ = ν ∧ τ = μ) := by
    intro σ τ μ ν
    fin_cases σ <;> fin_cases τ <;> fin_cases μ <;> fin_cases ν <;> simp
  rw [coupling_eq] at hV
  obtain ⟨hσ, hμ, hc⟩ := key σ τ μ ν (right_ne_zero_of_mul hV)
  have hu : ∀ l m, unitERI M l l m m = unitERI M m m l l ∧
      unitERI M l m m l = unitERI M m l l m := by
    intro l m
    fin_cases l <;> fin_cases m <;> simp [unitERI]
  have hsym : ∀ p q, pair M θ p q = pair M θ q p := by
    intro p q
    have hq : quad θ p.1 p.1 q.1 q.1 = quad θ q.1 q.1 p.1 p.1 := sum_congr rfl fun X _ => by ring
    rw [pair_eq, pair_eq, hq, (hu p.1.1 q.1.1).1, (hu p.1.1 q.1.1).2]
    by_cases h : p.2 = q.2
    · simp [h]
    · simp [h, Ne.symm h]
  rw [denom, energy_double _ _ hsym (fun p => by simp [pair_eq]) _ _ _ _ _ (by simp [shell])
    (by simp [shell]) (by simp [shell]) (by simp [shell])
    (fun h => hσ (congrArg Prod.snd h)) (fun h => hμ (congrArg Prod.snd h))]
  simp only [fock_eq, pair_eq, hω (0, i) (by simp) (0, j) (by simp),
    hω (1, k) (by simp) (1, l) (by simp), hω (1, k) (by simp) (0, i) (by simp),
    hω (1, k) (by simp) (0, j) (by simp), hω (1, l) (by simp) (0, i) (by simp),
    hω (1, l) (by simp) (0, j) (by simp)]
  rcases hc with ⟨rfl, rfl⟩ | ⟨rfl, rfl⟩ <;>
    simp [unitERI, Params.gap, Params.S, hσ, hσ.symm] <;> ring

/-- Coupled doubles have the denominator `2d + S` in localized orbitals and `2d + S/2` in
delocalized orbitals. -/
theorem denom_bases (i j k l σ τ μ ν : Fin 2) :
    (asym M loc ((0, i), σ) ((0, j), τ) ((1, k), μ) ((1, l), ν) ≠ 0 →
      denom M loc ((0, i), σ) ((0, j), τ) ((1, k), μ) ((1, l), ν) = 2 * M.gap + M.S) ∧
    (asym M deloc ((0, i), σ) ((0, j), τ) ((1, k), μ) ((1, l), ν) ≠ 0 →
      denom M deloc ((0, i), σ) ((0, j), τ) ((1, k), μ) ((1, l), ν) = 2 * M.gap + M.S / 2) := by
  refine ⟨fun hV => ?_, fun hV => ?_⟩
  · -- a localized coupled double lives on one unit
    have key : ∀ i j k l : Fin 2, quad loc (0, i) (1, k) (0, j) (1, l) ≠ 0 →
        j = i ∧ k = i ∧ l = i := by
      intro i j k l
      fin_cases i <;> fin_cases j <;> fin_cases k <;> fin_cases l <;>
        simp [quad, coef, rot, loc, Fin.sum_univ_two]
    have one : ∀ p q : Orb, p.2 = q.2 → quad loc p p q q = 1 := by
      rintro ⟨l, x⟩ ⟨m, y⟩ h
      obtain rfl : x = y := h
      fin_cases x <;> simp [quad, coef, rot, loc, Fin.sum_univ_two]
    have hV' := hV
    rw [coupling_eq] at hV'
    obtain ⟨h1, h2, h3⟩ := key i j k l (right_ne_zero_of_mul (left_ne_zero_of_mul hV'))
    have hp : ∀ p ∈ [((0, i) : Orb), (0, j), (1, k), (1, l)], p.2 = i := by
      simp only [List.forall_mem_cons]
      simp [h1, h2, h3]
    have := denom_of_weight M loc 1 i j k l σ τ μ ν hV
      fun p a q b => one p q ((hp p a).trans (hp q b).symm)
    linarith
  · -- a delocalized orbital has weight 1/2 on each unit
    have h2 : √2 * √2 = 2 := mul_self_sqrt (by norm_num)
    have hc : ∀ p X, coef deloc p X * coef deloc p X = 1 / 2 := by
      rintro ⟨l, x⟩ X
      fin_cases x <;> fin_cases X <;> simp [coef, rot, deloc] <;> nlinarith [h2]
    have half : ∀ p q, quad deloc p p q q = 1 / 2 := fun p q =>
      calc quad deloc p p q q = ∑ _X : Fin 2, (1 / 2 * (1 / 2) : ℝ) :=
            sum_congr rfl fun X _ => by rw [mul_assoc, hc p X, hc q X]
        _ = 1 / 2 := by norm_num [Fin.sum_univ_two]
    have := denom_of_weight M deloc (1 / 2) i j k l σ τ μ ν hV fun p _ q _ => half p q
    linarith

/-- If `2d + S` and `2d + S/2` are nonzero, no coupled double has a zero denominator, the
Epstein-Nesbet energies are `-2K²/(2d+S)` and `-2K²/(2d+S/2)` with the stated difference,
and they differ exactly when `K` and `S` are nonzero. -/
theorem epstein_nesbet_not_invariant (hL : 2 * M.gap + M.S ≠ 0) (hD : 2 * M.gap + M.S / 2 ≠ 0) :
    (∀ θ, θ = loc ∨ θ = deloc → ∀ i j k l σ τ μ ν,
      asym M θ ((0, i), σ) ((0, j), τ) ((1, k), μ) ((1, l), ν) ≠ 0 →
        denom M θ ((0, i), σ) ((0, j), τ) ((1, k), μ) ((1, l), ν) ≠ 0) ∧
    enEnergy M loc = -2 * M.K ^ 2 / (2 * M.gap + M.S) ∧
    enEnergy M deloc = -2 * M.K ^ 2 / (2 * M.gap + M.S / 2) ∧
    enEnergy M deloc - enEnergy M loc =
      -(M.K ^ 2 * M.S) / ((2 * M.gap + M.S / 2) * (2 * M.gap + M.S)) ∧
    (enEnergy M deloc ≠ enEnergy M loc ↔ M.K ≠ 0 ∧ M.S ≠ 0) := by
  -- a common denominator factors out of the sum of squared couplings
  have key : ∀ θ D, (∀ i j k l σ τ μ ν,
      asym M θ ((0, i), σ) ((0, j), τ) ((1, k), μ) ((1, l), ν) ≠ 0 →
        denom M θ ((0, i), σ) ((0, j), τ) ((1, k), μ) ((1, l), ν) = D) →
      enEnergy M θ = -2 * M.K ^ 2 / D := by
    intro θ D H
    have term : ∀ i j k l σ τ μ ν : Fin 2,
        (if asym M θ ((0, i), σ) ((0, j), τ) ((1, k), μ) ((1, l), ν) = 0 then 0 else
          -(asym M θ ((0, i), σ) ((0, j), τ) ((1, k), μ) ((1, l), ν) ^ 2) /
            denom M θ ((0, i), σ) ((0, j), τ) ((1, k), μ) ((1, l), ν)) =
        asym M θ ((0, i), σ) ((0, j), τ) ((1, k), μ) ((1, l), ν) ^ 2 * (-1 / D) := by
      intro i j k l σ τ μ ν
      split_ifs with h
      · rw [h]; ring
      · rw [H _ _ _ _ _ _ _ _ h]; ring
    have h := coupling_sq_sum M θ
    simp only [sum_shell] at h
    simp only [enEnergy, sum_shell, term, ← sum_mul]
    rw [h]
    ring
  have eL := key _ _ fun i j k l σ τ μ ν => (denom_bases M i j k l σ τ μ ν).1
  have eD := key _ _ fun i j k l σ τ μ ν => (denom_bases M i j k l σ τ μ ν).2
  have hdiff : enEnergy M deloc - enEnergy M loc =
      -(M.K ^ 2 * M.S) / ((2 * M.gap + M.S / 2) * (2 * M.gap + M.S)) := by
    rw [eL, eD, div_sub_div _ _ hD hL]
    congr 1
    ring
  refine ⟨?_, eL, eD, hdiff, ?_⟩
  · rintro θ (rfl | rfl) i j k l σ τ μ ν hV
    · rwa [(denom_bases M i j k l σ τ μ ν).1 hV]
    · rwa [(denom_bases M i j k l σ τ μ ν).2 hV]
  · rw [← sub_ne_zero, hdiff]
    simp [hL, hD]

end

end EpsteinNesbetDimer
```

```lean
#print axioms EpsteinNesbetDimer.epstein_nesbet_not_invariant
```

```
'EpsteinNesbetDimer.epstein_nesbet_not_invariant' depends on axioms: [propext, Classical.choice, Quot.sound]
```

## Notes on the proof

`energy_double` is step 1 for any symmetric `w` with zero diagonal: it writes `O` as `insert a (insert b C)`, expands the sums, and closes with `linarith`. `eri_eq` is step 2, with `quad` for $Q$; `pair_eq` and `coupling_eq` are step 3. In `fock_eq` and `coupling_sq_sum`, `sum_shell` turns shell sums into sums over label and spin, and orthogonality enters as `cos_sq_add_sin_sq` for each angle through `linear_combination`.

`denom_of_weight` is step 5: its `key` runs through the sixteen spin assignments, and the spin inequalities supply the conditions `a ≠ b` and `r ≠ s` of `energy_double`. `denom_bases` is step 6, where `key` and `one` give $\omega=1$, and `hc` and `half` give $\omega=\tfrac12$. In the main theorem, `term` rewrites each summand as the squared coupling times `-1 / D`, with `D` the common denominator, so that `coupling_sq_sum` applies. `hdiff` is the subtraction, and the final equivalence follows because `hL` and `hD` leave only the numerator to vanish.
